# For a > 0, the integral of exp(−ar) sin(qr)/r over r > 0 is arctan(q/a)

The declaration `integral_screened_sinc` concerns a radial wave sin(qr)/(qr) damped by a screening factor exp(−ar), with a > 0 and q any real number. It states that q times the integral of their product over r > 0 equals arctan(q/a), where sin(x)/x is given the value 1 at x = 0. The attempt differentiates the left side with respect to q under the integral sign and obtains the Lorentzian a/(a² + q²), which is also the derivative of arctan(q/a). The two sides therefore differ by a constant, and the proof compares their values at q = 0 to show that this constant is zero.

As first written in Lean, the proof fails:

```lean
import Mathlib

open MeasureTheory Set Filter
open scoped Real Topology

namespace IntegralScreenedSinc

noncomputable section

/-- For `a > 0`, a continuous function bounded by one in modulus becomes integrable over
`r > 0` once it is screened by `exp(-a r)`. -/
theorem integrableOn_screened {a : ℝ} (ha : 0 < a) {g : ℝ → ℝ} (hg : Continuous g)
    (hb : ∀ x, |g x| ≤ 1) :
    IntegrableOn (fun r => Real.exp (-a * r) * g r) (Ioi 0) := by
  refine Integrable.mono' (exp_neg_integrableOn_Ioi 0 ha)
    (Continuous.aestronglyMeasurable (by fun_prop)) (ae_of_all _ fun r => ?_)
  rw [Real.norm_eq_abs, abs_mul, abs_of_pos (Real.exp_pos _)]
  exact mul_le_of_le_one_right (Real.exp_pos _).le (hb r)

/-- For `a > 0`, the integral of `exp(-a r) cos(q r)` over `r > 0` is the Lorentzian
`a/(a² + q²)`. -/
theorem integral_screened_cos {a : ℝ} (ha : 0 < a) (q : ℝ) :
    ∫ r in Ioi (0 : ℝ), Real.exp (-a * r) * Real.cos (q * r) = a / (a ^ 2 + q ^ 2) := by
  have hD : 0 < a ^ 2 + q ^ 2 := by positivity
  -- an explicit antiderivative
  have hder : ∀ r ∈ Ici (0 : ℝ), HasDerivAt (fun r => Real.exp (-a * r) *
      ((q * Real.sin (q * r) - a * Real.cos (q * r)) / (a ^ 2 + q ^ 2)))
      (Real.exp (-a * r) * Real.cos (q * r)) r := by
    intro r _
    have he := ((hasDerivAt_id' r).const_mul (-a)).exp
    have hs := ((hasDerivAt_id' r).const_mul q).sin.const_mul q
    have hc := ((hasDerivAt_id' r).const_mul q).cos.const_mul a
    refine (he.fun_mul ((hs.fun_sub hc).div_const (a ^ 2 + q ^ 2))).congr_deriv ?_
    field_simp
    ring
  have hexp : Tendsto (fun r : ℝ => Real.exp (-a * r)) atTop (𝓝 0) :=
    Real.tendsto_exp_atBot.comp (tendsto_id.const_mul_atTop_of_neg (neg_lt_zero.2 ha))
  -- the antiderivative is damped to zero at large distance
  have hlim : Tendsto (fun r => Real.exp (-a * r) *
      ((q * Real.sin (q * r) - a * Real.cos (q * r)) / (a ^ 2 + q ^ 2))) atTop (𝓝 0) := by
    refine squeeze_zero_norm (a := fun r => Real.exp (-a * r) *
      ((|q| + |a|) / (a ^ 2 + q ^ 2))) (fun r => ?_) (by simpa using hexp.mul_const _)
    have h1 : |q * Real.sin (q * r)| ≤ |q| := by
      rw [abs_mul]
      exact mul_le_of_le_one_right (abs_nonneg _) (Real.abs_sin_le_one _)
    have h2 : |a * Real.cos (q * r)| ≤ |a| := by
      rw [abs_mul]
      exact mul_le_of_le_one_right (abs_nonneg _) (Real.abs_cos_le_one _)
    rw [norm_mul, norm_div, Real.norm_of_nonneg (Real.exp_pos _).le, Real.norm_of_nonneg hD.le]
    exact mul_le_mul_of_nonneg_left (div_le_div_of_nonneg_right
      ((norm_sub_le _ _).trans (add_le_add h1 h2)) hD.le) (Real.exp_pos _).le
  rw [integral_Ioi_of_hasDerivAt_of_tendsto' hder
    (integrableOn_screened ha (by fun_prop) fun x => Real.abs_cos_le_one _) hlim]
  simp [neg_div]

/-- For `a > 0`, `q` times the integral of `exp(-a r) sin(q r)/(q r)` over `r > 0` is
`arctan(q/a)`. -/
theorem integral_screened_sinc {a : ℝ} (ha : 0 < a) (q : ℝ) :
    q * ∫ r in Ioi (0 : ℝ), Real.exp (-a * r) * Real.sinc (q * r) = Real.arctan (q / a) := by
  -- differentiate under the integral with respect to the momentum
  have hG : ∀ p : ℝ, HasDerivAt
      (fun p => ∫ r in Ioi (0 : ℝ), p * (Real.exp (-a * r) * Real.sinc (p * r)))
      (a / (a ^ 2 + p ^ 2)) p := by
    intro p
    have hi : ∀ k : ℝ, IntegrableOn
        (fun r => k * (Real.exp (-a * r) * Real.sinc (k * r))) (Ioi 0) := fun k =>
      (integrableOn_screened ha (Real.continuous_sinc.comp (continuous_const_mul k))
        fun x => Real.abs_sinc_le_one _).const_mul k
    rw [← integral_screened_cos ha p]
    refine (hasDerivAt_integral_of_dominated_loc_of_deriv_le
      (F' := fun k r => Real.exp (-a * r) * Real.cos (k * r))
      (bound := fun r => Real.exp (-a * r)) univ_mem
      (Eventually.of_forall fun k => (hi k).aestronglyMeasurable) (hi p)
      (Continuous.aestronglyMeasurable (by fun_prop)) (ae_of_all _ fun r k _ => ?_)
      (exp_neg_integrableOn_Ioi 0 ha) ?_).2
    · rw [Real.norm_eq_abs, abs_mul, abs_of_pos (Real.exp_pos _)]
      exact mul_le_of_le_one_right (Real.exp_pos _).le (Real.abs_cos_le_one _)
    · filter_upwards [ae_restrict_mem measurableSet_Ioi] with r hr k _
      have hr0 : r ≠ 0 := ne_of_gt hr
      have hf : (fun k => k * (Real.exp (-a * r) * Real.sinc (k * r))) =
          fun k => Real.exp (-a * r) * (Real.sin (k * r) / r) := by
        funext k
        rcases eq_or_ne k 0 with rfl | hk
        · simp
        · rw [Real.sinc_of_ne_zero (mul_ne_zero hk hr0)]
          field_simp
      rw [hf]
      refine ((((hasDerivAt_id' k).mul_const r).sin.div_const r).const_mul _).congr_deriv ?_
      field_simp
  have hA : ∀ p : ℝ, HasDerivAt (fun p => Real.arctan (p / a)) (a / (a ^ 2 + p ^ 2)) p := by
    intro p
    refine ((hasDerivAt_id' p).div_const a).arctan.congr_deriv ?_
    field_simp
  -- equal derivatives and equal values at zero momentum
  have hD := fun p => ((hG p).fun_sub (hA p)).congr_deriv (sub_self _)
  have h := is_const_of_deriv_eq_zero (fun p => (hD p).differentiableAt)
    (fun p => (hD p).deriv) q 0
  simp only [integral_const_mul, zero_mul, zero_div, Real.arctan_zero, sub_zero] at h
  linarith

end

end IntegralScreenedSinc
```

The error:

```
Main.lean:99:2: error: linarith failed to find a contradiction
case h1
a : ℝ
ha : 0 < a
q : ℝ
hG :
  ∀ (p : ℝ), HasDerivAt (fun p => ∫ (r : ℝ) in Ioi 0, p * (rexp (-a * r) * Real.sinc (p * r))) (a / (a ^ 2 + p ^ 2)) p
hA : ∀ (p : ℝ), HasDerivAt (fun p => Real.arctan (p / a)) (a / (a ^ 2 + p ^ 2)) p
hD :
  ∀ (p : ℝ),
    HasDerivAt (fun i => (∫ (r : ℝ) in Ioi 0, i * (rexp (-a * r) * Real.sinc (i * r))) - Real.arctan (i / a)) 0 p
h : (q * ∫ (a_1 : ℝ) in Ioi 0, rexp (-a * a_1) * Real.sinc (q * a_1)) - Real.arctan (q / a) = ∫ (r : ℝ) in Ioi 0, 0
a✝ : q * ∫ (r : ℝ) in Ioi 0, rexp (-a * r) * Real.sinc (q * r) < Real.arctan (q / a)
⊢ False
failed
```

Cause. The error says that `linarith` could not derive the goal from the hypotheses. The calculus has gone through by then, and what is missing is the value of one trivial integral. In the message, the right side of `h` is still `∫ (r : ℝ) in Ioi 0, 0`.

That term comes from setting the momentum to zero. The integrand there is zero times a function, and `simp only` works on the inside of the integral first, so `zero_mul` turns the integrand into `0` before `integral_const_mul` can pull the factor out. No lemma in the list then evaluates the integral of zero. `linarith` does not evaluate integrals either: it treats this one as an unknown number, so `h` does not give the goal.

The repair adds `integral_zero` to the list, which rewrites the leftover integral to `0`. Now `h` says that the difference of the two sides of the goal is zero, and `linarith` finishes. The new line break is mere formatting.

The mended proof, as a diff:

```diff
@@ -96,5 +96,6 @@
   have h := is_const_of_deriv_eq_zero (fun p => (hD p).differentiableAt)
     (fun p => (hD p).deriv) q 0
-  simp only [integral_const_mul, zero_mul, zero_div, Real.arctan_zero, sub_zero] at h
+  simp only [integral_const_mul, zero_mul, integral_zero, zero_div, Real.arctan_zero,
+    sub_zero] at h
   linarith
 
```
